# Time reversal leaves (j+1)(2j+1) zero-field parameters for integer j and j(2j+1) for half-odd j

Before I fit a zero-field Hamiltonian to the effective matrix of a spin multiplet, I have to decide how many free parameters the model gets. A Hermitian matrix has 9 real parameters for spin 1 and 16 for spin 3/2. When I impose time-reversal symmetry, I count 6 in both cases, mean energy included. Have I lost some for spin 3/2, or can the larger matrix really have no more freedom than the smaller one? And what is the count for general j?

## Six is right for both spins: half-odd j loses its antidiagonal

Your count is correct. Write n = 2j and label the states by a = 0, …, n, where a stands for m = j − a. Let a′ = n − a be the label of −m. Time reversal Θ is antilinear, with

Θ e_a = (−1)^a e_a′.

Apply HΘ = ΘH to e_a and take component b′. The left side is (−1)^a H_b′a′. The right side is (−1)^b conj(H_ba), which is (−1)^b H_ab because H is Hermitian. Hence

H_b′a′ = (−1)^(a+b) H_ab.

Conversely, this relation makes HΘ and ΘH agree on every basis state, and since both are antilinear, they agree on every vector. The allowed matrices are therefore the Hermitian ones that are symmetric, up to a sign, under reflection across the antidiagonal.

To count real parameters, put

R_ab = Re H_ab + Im H_ab.

For Hermitian H the real part is symmetric and the imaginary part antisymmetric, so nothing is lost:

Re H_ab = (R_ab + R_ba)/2
Im H_ab = (R_ab − R_ba)/2.

The sign (−1)^(a+b) does not change when a and b are exchanged, so H obeys the reflection rule exactly when R does:

R_b′a′ = (−1)^(a+b) R_ab.

Now average an array with its signed reflection:

(PR)_ab = (R_ab + (−1)^(a+b) R_b′a′)/2.

Since a′ + b′ = 2n − (a + b) has the parity of a + b, reflecting twice gives back R. So PR always obeys the rule, and P leaves alone any array that already does. P is a projection onto the allowed arrays, and its trace is their dimension.

An entry off the antidiagonal is moved by the reflection and contributes 1/2 to the trace. Each of the n + 1 antidiagonal entries has b = a′ and a + b = n, stays in place, and contributes (1 + (−1)^n)/2. The sum is

dim = ((n+1)² + (−1)^n (n+1))/2.

For even n this is (n+1)(n+2)/2 = (j+1)(2j+1). For odd n it is n(n+1)/2 = j(2j+1).

This settles your puzzle. For spin 1 the three antidiagonal coordinates are unrestricted, and the count is (9 + 3)/2 = 6. For spin 3/2 the four antidiagonal coordinates must equal their own negatives, so they vanish, and the count is (16 − 4)/2 = 6. These are the entries that couple m to −m.

In a fit of a single isolated multiplet without a magnetic field, the count is the largest number of linearly independent parameters the model can carry, with the axes held fixed. It does not say that your data determine them all: for spin 1, three energies cannot fix six parameters. Spatial symmetry, which is not imposed here, can lower the number further.

## The count as a Lean theorem

In the file below, `Fin (n + 1)` holds the labels, `i.rev` is n − i, and `spin n` is j = n/2 as a real number. `theta n` is Θ written in components. Its phase convention is (−1)^(j−m); an overall phase factor would not change which matrices commute with it.

`zeroField n` is the real vector space of complex matrices that are Hermitian and commute with `theta n` on every vector. It is a space over ℝ because an imaginary multiple of a nonzero Hermitian matrix is not Hermitian. The final theorem, `zeroField_parameter_count`, says that its real dimension, `Module.finrank ℝ (zeroField n)`, is (j+1)(2j+1) if n is even and j(2j+1) if n is odd. It holds for every natural number n, including the single state n = 0, where the one parameter is the energy itself.

The theorem counts the mean energy in. Fixing the trace of H to zero removes one parameter, since the identity matrix is allowed and has nonzero trace; that short step is not part of the file. It leaves five splitting parameters in each of your two cases.

```lean
import Mathlib

open Matrix ComplexConjugate

namespace ZeroFieldParameters

noncomputable section

/-- The spin quantum number `j = n/2` of a multiplet with `n + 1` states. -/
def spin (n : ℕ) : ℝ := n / 2

/-- Time reversal on a spin multiplet; the index `k` labels the state with `m = j - k`. -/
def theta (n : ℕ) (v : Fin (n + 1) → ℂ) : Fin (n + 1) → ℂ :=
  fun i => (-1) ^ (i.rev : ℕ) * conj (v i.rev)

/-- Time reversal sends the state `m` to `(-1)^(j-m)` times the state `-m`. -/
theorem theta_basis {n : ℕ} (k : Fin (n + 1)) :
    theta n (Pi.single k 1) =
      (-1 : ℂ) ^ (k : ℕ) • (Pi.single k.rev 1 : Fin (n + 1) → ℂ) := by
  ext i
  by_cases h : i = k.rev
  · subst h
    simp [theta]
  · have h' : i.rev ≠ k := fun e => h (by rw [← e, Fin.rev_rev])
    simp [theta, h, h']

/-- Time reversal is antilinear. -/
theorem theta_antilinear {n : ℕ} (c : ℂ) (v w : Fin (n + 1) → ℂ) :
    theta n (c • v + w) = conj c • theta n v + theta n w := by
  ext i
  simp only [theta, Pi.add_apply, Pi.smul_apply, smul_eq_mul, map_add, map_mul]
  ring

/-- The real vector space of zero-field Hamiltonians: Hermitian matrices that commute
with time reversal. -/
def zeroField (n : ℕ) : Submodule ℝ (Matrix (Fin (n + 1)) (Fin (n + 1)) ℂ) where
  carrier := {H | H.IsHermitian ∧ ∀ v, H *ᵥ theta n v = theta n (H *ᵥ v)}
  add_mem' := by
    rintro A B ⟨hA, hA'⟩ ⟨hB, hB'⟩
    refine ⟨hA.add hB, fun v => ?_⟩
    rw [Matrix.add_mulVec, Matrix.add_mulVec, hA', hB']
    ext i
    simp only [theta, Pi.add_apply, map_add]
    ring
  zero_mem' := ⟨Matrix.isHermitian_zero, fun v => by ext i; simp [theta]⟩
  smul_mem' := by
    rintro c H ⟨hH, hH'⟩
    refine ⟨Matrix.IsHermitian.ext fun i j => ?_, fun v => ?_⟩
    · rw [Matrix.smul_apply, Matrix.smul_apply, star_smul, hH.apply, star_trivial]
    · rw [Matrix.smul_mulVec, Matrix.smul_mulVec, hH']
      ext i
      simp only [theta, Pi.smul_apply, Complex.real_smul, map_mul, Complex.conj_ofReal]
      ring

/-- Zero-field Hamiltonians are the Hermitian matrices that are symmetric under reflection
across the antidiagonal, up to the sign `(-1)^(a+b)`. -/
theorem mem_zeroField_iff {n : ℕ} (H : Matrix (Fin (n + 1)) (Fin (n + 1)) ℂ) :
    H ∈ zeroField n ↔ H.IsHermitian ∧ ∀ a b : Fin (n + 1),
      H b.rev a.rev = (-1) ^ ((a : ℕ) + (b : ℕ)) * H a b := by
  have sq (k : ℕ) : (-1 : ℂ) ^ k * (-1) ^ k = 1 := by rw [← mul_pow]; norm_num
  change (H.IsHermitian ∧ ∀ v, H *ᵥ theta n v = theta n (H *ᵥ v)) ↔ _
  refine and_congr_right fun hH => ⟨fun h a b => ?_, fun h v => ?_⟩
  · -- test the commutation on a basis state
    have hs : conj (H b a) = H a b := hH.apply a b
    have h1 := congrFun (h (Pi.single a 1)) b.rev
    rw [theta_basis, Matrix.mulVec_smul] at h1
    simp only [Matrix.mulVec_single_one, theta, Pi.smul_apply, smul_eq_mul,
      Matrix.col_apply, Fin.rev_rev] at h1
    rw [hs] at h1
    rw [pow_add]
    linear_combination (-1) ^ (a : ℕ) * h1 - H b.rev a.rev * sq a
  · ext i
    change ∑ k, H i k * theta n v k = (-1) ^ (i.rev : ℕ) * conj (∑ k, H i.rev k * v k)
    rw [map_sum, Finset.mul_sum]
    -- sum over reversed states
    refine (Equiv.sum_comp Fin.revPerm _).symm.trans (Finset.sum_congr rfl fun k _ => ?_)
    have hs : conj (H i.rev k) = H k i.rev := hH.apply k i.rev
    have hk := h k i.rev
    rw [Fin.rev_rev] at hk
    change H i k.rev * ((-1) ^ (k.rev.rev : ℕ) * conj (v k.rev.rev)) =
      (-1) ^ (i.rev : ℕ) * conj (H i.rev k * v k)
    rw [Fin.rev_rev, hk, map_mul, hs, pow_add]
    linear_combination ((-1) ^ (i.rev : ℕ) * H k i.rev * conj (v k)) * sq k

/-- Real arrays symmetric under reflection across the antidiagonal, up to the sign
`(-1)^(a+b)`. -/
def arrays (n : ℕ) : Submodule ℝ (Fin (n + 1) × Fin (n + 1) → ℝ) where
  carrier := {R | ∀ p, R (p.2.rev, p.1.rev) = (-1) ^ ((p.1 : ℕ) + (p.2 : ℕ)) * R p}
  add_mem' := fun {A B} hA hB p => by
    change A _ + B _ = _ * (A p + B p)
    rw [hA p, hB p, mul_add]
  zero_mem' := fun p => (mul_zero _).symm
  smul_mem' := fun c A hA p => by
    change c * A _ = _ * (c * A p)
    rw [hA p, mul_left_comm]

/-- The real coordinates `Re H_ab + Im H_ab` of a zero-field Hamiltonian. -/
def coords (n : ℕ) : zeroField n ≃ₗ[ℝ] arrays n where
  toFun H := ⟨fun p => (H.1 p.1 p.2).re + (H.1 p.1 p.2).im, fun p => by
    have h := ((mem_zeroField_iff H.1).1 H.2).2 p.1 p.2
    change (H.1 p.2.rev p.1.rev).re + (H.1 p.2.rev p.1.rev).im =
      (-1) ^ ((p.1 : ℕ) + (p.2 : ℕ)) * ((H.1 p.1 p.2).re + (H.1 p.1 p.2).im)
    rw [h]
    rcases Nat.even_or_odd ((p.1 : ℕ) + (p.2 : ℕ)) with e | e
    · simp only [e.neg_one_pow, one_mul]
    · simp only [e.neg_one_pow, one_mul, neg_mul, Complex.neg_re, Complex.neg_im]
      ring⟩
  map_add' A B := Subtype.ext (funext fun p => by
    change (A.1 p.1 p.2 + B.1 p.1 p.2).re + (A.1 p.1 p.2 + B.1 p.1 p.2).im =
      ((A.1 p.1 p.2).re + (A.1 p.1 p.2).im) + ((B.1 p.1 p.2).re + (B.1 p.1 p.2).im)
    rw [Complex.add_re, Complex.add_im]
    ring)
  map_smul' c A := Subtype.ext (funext fun p => by
    change (c • A.1 p.1 p.2).re + (c • A.1 p.1 p.2).im =
      c * ((A.1 p.1 p.2).re + (A.1 p.1 p.2).im)
    rw [Complex.smul_re, Complex.smul_im, smul_eq_mul, smul_eq_mul, mul_add])
  invFun R := ⟨Matrix.of fun a b =>
      ⟨(R.1 (a, b) + R.1 (b, a)) / 2, (R.1 (a, b) - R.1 (b, a)) / 2⟩, by
    refine (mem_zeroField_iff _).2 ⟨Matrix.IsHermitian.ext fun a b => ?_, fun a b => ?_⟩
    · apply Complex.ext <;>
        simp only [Matrix.of_apply, Complex.star_def, Complex.conj_re, Complex.conj_im] <;> ring
    · have h1 : R.1 (b.rev, a.rev) = (-1) ^ ((a : ℕ) + (b : ℕ)) * R.1 (a, b) := R.2 (a, b)
      have h2 : R.1 (a.rev, b.rev) = (-1) ^ ((a : ℕ) + (b : ℕ)) * R.1 (b, a) := by
        rw [Nat.add_comm (a : ℕ) (b : ℕ)]; exact R.2 (b, a)
      rcases Nat.even_or_odd ((a : ℕ) + (b : ℕ)) with e | e <;> apply Complex.ext <;>
        simp only [Matrix.of_apply, h1, h2, e.neg_one_pow, one_mul, neg_mul,
          Complex.neg_re, Complex.neg_im] <;> ring⟩
  left_inv H := Subtype.ext (by
    ext a b
    have h : H.1 b a = conj (H.1 a b) := (((mem_zeroField_iff H.1).1 H.2).1.apply b a).symm
    apply Complex.ext
    · change ((H.1 a b).re + (H.1 a b).im + ((H.1 b a).re + (H.1 b a).im)) / 2 = (H.1 a b).re
      rw [h, Complex.conj_re, Complex.conj_im]
      ring
    · change ((H.1 a b).re + (H.1 a b).im - ((H.1 b a).re + (H.1 b a).im)) / 2 = (H.1 a b).im
      rw [h, Complex.conj_re, Complex.conj_im]
      ring)
  right_inv R := Subtype.ext (funext fun ⟨a, b⟩ => by
    change (R.1 (a, b) + R.1 (b, a)) / 2 + (R.1 (a, b) - R.1 (b, a)) / 2 = R.1 (a, b)
    ring)

/-- The average of a real array and its signed reflection across the antidiagonal. -/
def average (n : ℕ) :
    (Fin (n + 1) × Fin (n + 1) → ℝ) →ₗ[ℝ] (Fin (n + 1) × Fin (n + 1) → ℝ) where
  toFun R p := (R p + (-1) ^ ((p.1 : ℕ) + (p.2 : ℕ)) * R (p.2.rev, p.1.rev)) / 2
  map_add' A B := by
    ext p
    simp only [Pi.add_apply]
    ring
  map_smul' c A := by
    ext p
    simp only [Pi.smul_apply, smul_eq_mul, RingHom.id_apply]
    ring

/-- Averaging with the signed reflection projects onto the arrays which that reflection fixes. -/
theorem average_isProj (n : ℕ) : LinearMap.IsProj (arrays n) (average n) := by
  have sq (k : ℕ) : (-1 : ℝ) ^ k * (-1) ^ k = 1 := by rw [← mul_pow]; norm_num
  refine ⟨fun R => ?_, fun R hR => ?_⟩
  · rintro ⟨a, b⟩
    -- the sign is unchanged by the reflection
    have h : (b.rev : ℕ) + (a.rev : ℕ) + ((a : ℕ) + (b : ℕ)) = 2 * n := by
      have := a.2
      have := b.2
      simp only [Fin.val_rev]
      omega
    have h1 : (-1 : ℝ) ^ ((b.rev : ℕ) + (a.rev : ℕ)) * (-1) ^ ((a : ℕ) + (b : ℕ)) = 1 := by
      rw [← pow_add, h, pow_mul]; norm_num
    have h2 := sq ((a : ℕ) + (b : ℕ))
    have h3 : (-1 : ℝ) ^ ((b.rev : ℕ) + (a.rev : ℕ)) = (-1) ^ ((a : ℕ) + (b : ℕ)) := by
      linear_combination (-1) ^ ((a : ℕ) + (b : ℕ)) * h1 -
        (-1) ^ ((b.rev : ℕ) + (a.rev : ℕ)) * h2
    change (R (b.rev, a.rev) + (-1) ^ ((b.rev : ℕ) + (a.rev : ℕ)) *
      R (a.rev.rev, b.rev.rev)) / 2 = (-1) ^ ((a : ℕ) + (b : ℕ)) *
      ((R (a, b) + (-1) ^ ((a : ℕ) + (b : ℕ)) * R (b.rev, a.rev)) / 2)
    rw [h3, Fin.rev_rev, Fin.rev_rev]
    linear_combination (-R (b.rev, a.rev) / 2) * h2
  · funext p
    change (R p + (-1) ^ ((p.1 : ℕ) + (p.2 : ℕ)) * R (p.2.rev, p.1.rev)) / 2 = R p
    rw [hR p]
    linear_combination (R p / 2) * sq ((p.1 : ℕ) + (p.2 : ℕ))

/-- The trace of the averaging projection is `((n+1)^2 + (-1)^n (n+1))/2`. -/
theorem trace_average (n : ℕ) : LinearMap.trace ℝ _ (average n) =
    (((n : ℝ) + 1) ^ 2 + (-1) ^ n * ((n : ℝ) + 1)) / 2 := by
  have diag (a b : Fin (n + 1)) :
      LinearMap.toMatrix (Pi.basisFun ℝ _) (Pi.basisFun ℝ _) (average n) (a, b) (a, b) =
        (1 + if b = a.rev then (-1 : ℝ) ^ n else 0) / 2 := by
    rw [LinearMap.toMatrix_apply, Pi.basisFun_apply, Pi.basisFun_repr]
    change ((Pi.single (a, b) 1 : Fin (n + 1) × Fin (n + 1) → ℝ) (a, b) +
      (-1) ^ ((a : ℕ) + (b : ℕ)) *
        (Pi.single (a, b) 1 : Fin (n + 1) × Fin (n + 1) → ℝ) (b.rev, a.rev)) / 2 = _
    by_cases h : b = a.rev
    · subst h
      have hn : (a : ℕ) + (a.rev : ℕ) = n := by
        have := a.2
        rw [Fin.val_rev]
        omega
      rw [Fin.rev_rev, hn, if_pos rfl, Pi.single_eq_same, mul_one]
    · have h' : (b.rev, a.rev) ≠ (a, b) := fun e => h (congrArg Prod.snd e).symm
      rw [Pi.single_eq_same, Pi.single_eq_of_ne h', if_neg h, mul_zero]
  rw [LinearMap.trace_eq_matrix_trace ℝ (Pi.basisFun ℝ _), Matrix.trace,
    Fintype.sum_prod_type]
  simp only [Matrix.diag_apply, diag, ← Finset.sum_div, Finset.sum_add_distrib,
    Finset.sum_ite_eq', Finset.mem_univ, if_true, Finset.sum_const, Finset.card_univ,
    Fintype.card_fin, nsmul_eq_mul]
  push_cast
  ring

/-- The number of independent zero-field parameters, including the mean energy, is
`(j+1)(2j+1)` for integer `j` and `j(2j+1)` for half-odd `j`. -/
theorem zeroField_parameter_count (n : ℕ) :
    (Even n → (Module.finrank ℝ (zeroField n) : ℝ) = (spin n + 1) * (2 * spin n + 1)) ∧
    (Odd n → (Module.finrank ℝ (zeroField n) : ℝ) = spin n * (2 * spin n + 1)) := by
  -- the dimension is the trace of the projection
  rw [(coords n).finrank_eq, ← (average_isProj n).trace, trace_average]
  constructor <;> intro h <;> rw [h.neg_one_pow, spin] <;> ring

end

end ZeroFieldParameters
```

```lean
#print axioms ZeroFieldParameters.theta_antilinear
-- 'ZeroFieldParameters.theta_antilinear' depends on axioms: [propext, Classical.choice, Quot.sound]
#print axioms ZeroFieldParameters.zeroField_parameter_count
-- 'ZeroFieldParameters.zeroField_parameter_count' depends on axioms: [propext, Classical.choice, Quot.sound]
```

## From matrix entries to a trace

`theta_basis` and `theta_antilinear` confirm that the component formula is the Θ described above. `mem_zeroField_iff` is the reflection rule. Its forward half tests the commutation on the basis state `Pi.single a 1` and reads off component `b.rev`, as in the derivation. Its converse treats a general vector directly, by running the matrix-vector sum over reversed labels.

`coords` is the passage from H to R as a linear equivalence between `zeroField n` and `arrays n`, with the two formulas for Re H_ab and Im H_ab as its inverse. The split into even and odd a + b inside it handles the sign.

`average` is P, and `average_isProj` proves both projection properties; the parity of a′ + b′ enters there through `omega`. `trace_average` computes the diagonal entries of P in the standard basis, separating `b = a.rev` from the rest, and adds them up.

The last proof joins these results. `(coords n).finrank_eq` moves the dimension to the arrays, `(average_isProj n).trace` turns it into a trace, and `trace_average` evaluates it. The parity of n then fixes (−1)^n, and once j is written out as n/2, `ring` checks that the two sides agree.
